# Two or more particles of the Laughlin plasma can be in equilibrium only at positive coupling

The theorem `coupling_pos` concerns a finite number N of particles at distinct points z_i of the complex plane, where on each particle the pull of the background balances the repulsion of the others: conj(z_i)/2 equals m times the sum of 1/(z_i − z_j) over all j ≠ i. It states that if N is at least 2 and such an equilibrium exists for a real coupling m, then m > 0. The proof assumes m ≤ 0 and uses the sum rule that the squared distances from the origin add up to m N (N − 1). That sum is then at most zero, so every particle would sit at the origin, which contradicts the distinctness of the points.

The first attempt, which Lean rejects:

```lean
import Mathlib

open ComplexConjugate

namespace LaughlinPlasma

noncomputable section

variable {N : ℕ}

/-- Plasma equilibrium at coupling `m`: the particles sit at distinct points, and on each one the
pull of the background balances the repulsion of the others. -/
def IsEquilibrium (m : ℝ) (z : Fin N → ℂ) : Prop :=
  Function.Injective z ∧
    ∀ i, conj (z i) / 2 = m * ∑ j ∈ Finset.univ.erase i, 1 / (z i - z j)

/-- A sum over all particles other than `i` is the full sum minus the term of `i`. -/
theorem sum_others (g : Fin N → ℂ) (i : Fin N) :
    ∑ j ∈ Finset.univ.erase i, g j = ∑ j, g j - g i := by
  have h : g i + ∑ j ∈ Finset.univ.erase i, g j = ∑ j, g j :=
    Finset.add_sum_erase Finset.univ g (Finset.mem_univ i)
  linear_combination h

/-- Virial identity: in equilibrium, the sum of `f i * conj (z i)` over all particles is `m` times
the sum of the difference quotients of `f` over all ordered pairs of different particles. -/
theorem virial {m : ℝ} {z : Fin N → ℂ} (h : IsEquilibrium m z) (f : Fin N → ℂ) :
    ∑ i, f i * conj (z i) =
      m * ∑ i, ∑ j ∈ Finset.univ.erase i, (f i - f j) / (z i - z j) := by
  -- exchange the labels of the two particles
  have hs : ∑ i, ∑ j ∈ Finset.univ.erase i, f i / (z i - z j) =
      ∑ i, ∑ j ∈ Finset.univ.erase i, f j / (z j - z i) := by
    refine Finset.sum_comm' fun x y => ?_
    simp only [Finset.mem_univ, Finset.mem_erase, true_and, and_true]
    exact ne_comm
  have hp : ∑ i, ∑ j ∈ Finset.univ.erase i, (f i - f j) / (z i - z j) =
      ∑ i, ∑ j ∈ Finset.univ.erase i, f i / (z i - z j) +
      ∑ i, ∑ j ∈ Finset.univ.erase i, f j / (z j - z i) := by
    rw [← Finset.sum_add_distrib]
    refine Finset.sum_congr rfl fun i _ => ?_
    rw [← Finset.sum_add_distrib]
    refine Finset.sum_congr rfl fun j _ => ?_
    rw [← neg_sub (z i) (z j), div_neg]
    ring
  have hf : ∑ i, f i * conj (z i) =
      2 * m * ∑ i, ∑ j ∈ Finset.univ.erase i, f i / (z i - z j) := by
    rw [Finset.mul_sum]
    refine Finset.sum_congr rfl fun i _ => ?_
    have e : ∑ j ∈ Finset.univ.erase i, f i / (z i - z j) =
        f i * ∑ j ∈ Finset.univ.erase i, 1 / (z i - z j) := by
      rw [Finset.mul_sum]
      exact Finset.sum_congr rfl fun j _ => by ring
    rw [e]
    linear_combination 2 * f i * h.2 i
  rw [hp, ← hs, hf]
  ring

/-- Plasma sum rules: in equilibrium the positions add up to zero, and the squared distances from
the origin add up to `m N (N - 1)`. -/
theorem equilibrium_sum_rules {m : ℝ} {z : Fin N → ℂ} (h : IsEquilibrium m z) :
    ∑ i, z i = 0 ∧ ∑ i, ‖z i‖ ^ 2 = m * N * (N - 1) := by
  constructor
  · -- constant weight: the pair forces cancel
    have h1 := virial h (fun _ => 1)
    simp only [one_mul, sub_self, zero_div, Finset.sum_const_zero, mul_zero] at h1
    simpa only [map_sum, Complex.conj_conj, map_zero] using congrArg conj h1
  · -- weight `z i`: every ordered pair contributes one
    have h2 := virial h z
    have hc : ∀ i, ∑ j ∈ Finset.univ.erase i, (z i - z j) / (z i - z j) = (N : ℂ) - 1 := by
      intro i
      rw [Finset.sum_congr rfl fun j hj => div_self (sub_ne_zero.mpr fun e =>
        (Finset.ne_of_mem_erase hj) (h.1 e).symm), sum_others (fun _ => 1) i]
      simp
    rw [Finset.sum_congr rfl fun i _ => hc i] at h2
    simp only [Complex.mul_conj, Complex.normSq_eq_norm_sq, Finset.sum_const, Finset.card_univ,
      Fintype.card_fin, nsmul_eq_mul] at h2
    have h3 : ((∑ i, ‖z i‖ ^ 2 : ℝ) : ℂ) = ((m * N * (N - 1) : ℝ) : ℂ) := by
      push_cast at h2 ⊢
      linear_combination h2
    exact Complex.ofReal_injective h3

/-- Two or more particles can be in equilibrium only at positive coupling. -/
theorem coupling_pos {m : ℝ} {z : Fin N → ℂ} (h : IsEquilibrium m z) (hN : 2 ≤ N) : 0 < m := by
  by_contra hm
  have hm' : m ≤ 0 := not_lt.mp hm
  have hN' : (2 : ℝ) ≤ N := by exact_mod_cast hN
  have hp : 0 ≤ (N : ℝ) * (N - 1) := mul_nonneg (by linarith) (by linarith)
  have hs := (equilibrium_sum_rules h).2
  have hle : ∑ i, ‖z i‖ ^ 2 ≤ 0 := by
    rw [hs, mul_assoc]
    exact mul_nonpos_of_nonpos_of_nonneg hm' hp
  -- all particles would have to sit at the origin
  have hz : ∀ i, z i = 0 := by
    intro i
    have h1 : ‖z i‖ ^ 2 ≤ ∑ j, ‖z j‖ ^ 2 :=
      Finset.single_le_sum (f := fun j => ‖z j‖ ^ 2) (fun j _ => sq_nonneg _) (Finset.mem_univ i)
    have h2 : ‖z i‖ ^ 2 = 0 := le_antisymm (h1.trans hle) (sq_nonneg _)
    exact norm_eq_zero.mp (pow_eq_zero_iff (two_ne_zero)).mp h2
  have h01 : (⟨0, by omega⟩ : Fin N) = ⟨1, by omega⟩ := h.1 ((hz _).trans (hz _).symm)
  exact absurd (congrArg Fin.val h01) (by norm_num)

end

end LaughlinPlasma
```

Lean reports:

```
Main.lean:97:26: error: Application type mismatch: The argument
  (pow_eq_zero_iff two_ne_zero).mp
has type
  ?m.256 ^ 2 = 0 → ?m.256 = 0
but is expected to have type
  ‖?m.251‖ = 0
in the application
  norm_eq_zero.mp (pow_eq_zero_iff two_ne_zero).mp
```

Cause. The error is one of grouping, in the step that passes from `‖z i‖ ^ 2 = 0` to `z i = 0`. Function application in Lean groups to the left, so in `norm_eq_zero.mp (pow_eq_zero_iff (two_ne_zero)).mp h2` the first argument of `norm_eq_zero.mp` is `(pow_eq_zero_iff (two_ne_zero)).mp` alone, without `h2`. That argument is an implication, from a square being zero to its base being zero, whereas `norm_eq_zero.mp` expects a proof that a norm is zero. This is the mismatch the message reports.

The repair puts parentheses round `(pow_eq_zero_iff two_ne_zero).mp h2`. The implication is now applied to `h2` first and yields `‖z i‖ = 0`, which `norm_eq_zero.mp` turns into `z i = 0`. Dropping the parentheses round `two_ne_zero` is mere tidying.

After these edits no error is left:

```diff
@@ -95,5 +95,5 @@
       Finset.single_le_sum (f := fun j => ‖z j‖ ^ 2) (fun j _ => sq_nonneg _) (Finset.mem_univ i)
     have h2 : ‖z i‖ ^ 2 = 0 := le_antisymm (h1.trans hle) (sq_nonneg _)
-    exact norm_eq_zero.mp (pow_eq_zero_iff (two_ne_zero)).mp h2
+    exact norm_eq_zero.mp ((pow_eq_zero_iff two_ne_zero).mp h2)
   have h01 : (⟨0, by omega⟩ : Fin N) = ⟨1, by omega⟩ := h.1 ((hz _).trans (hz _).symm)
   exact absurd (congrArg Fin.val h01) (by norm_num)
```
